# The squared norm of a superposition of a unit state and its orthogonal mirror image

A unit vector `v` in a complex inner product space is orthogonal to its mirror image `P v`, where `P` is a Hermitian operator that squares to the identity and commutes with a Hermitian operator `H`. The theorem `norm_combination` states that, for any complex `a` and `b`, the squared norm of `a • v + b • P v` is |a|² + |b|², so the superposition is normalised exactly when this sum is 1. The attempt first finds the four inner products among `v` and `P v`, which are 1 or 0. It then writes the squared norm as the real part of an inner product, expands this into real and imaginary parts with `simp only`, and leaves the remaining algebra to `ring`.

As first written in Lean, the proof fails:

```lean
import Mathlib

open scoped InnerProductSpace ComplexConjugate

namespace NormCombination

noncomputable section

variable {E : Type*} [NormedAddCommGroup E] [InnerProductSpace ℂ E]

/-- A Hermitian `H` commutes with a Hermitian unitary `P`, and the unit vector `v` is
orthogonal to its mirror image `P v`. -/
structure LocalizedState (H P : E →ₗ[ℂ] E) (v : E) : Prop where
  herm : H.IsSymmetric
  parity_herm : P.IsSymmetric
  parity_sq : ∀ x, P (P x) = x
  comm : ∀ x, H (P x) = P (H x)
  unit : ‖v‖ = 1
  orth : ⟪v, P v⟫_ℂ = 0

/-- For a localized state `v`, the squared norm of `a v + b P v` is `|a|² + |b|²`. -/
theorem norm_combination {H P : E →ₗ[ℂ] E} {v : E} (s : LocalizedState H P v) (a b : ℂ) :
    ‖a • v + b • P v‖ ^ 2 = ‖a‖ ^ 2 + ‖b‖ ^ 2 := by
  have h1 : ⟪v, v⟫_ℂ = 1 := by
    rw [inner_self_eq_norm_sq_to_K, s.unit]; simp
  have h2 : ⟪P v, P v⟫_ℂ = 1 := by
    rw [s.parity_herm v (P v), s.parity_sq, h1]
  have h3 : ⟪P v, v⟫_ℂ = 0 := by
    rw [s.parity_herm v v, s.orth]
  have h4 : (⟪a • v + b • P v, a • v + b • P v⟫_ℂ).re = ‖a • v + b • P v‖ ^ 2 :=
    inner_self_eq_norm_sq (𝕜 := ℂ) _
  rw [← h4, Complex.sq_norm, Complex.sq_norm, Complex.normSq_apply, Complex.normSq_apply]
  simp only [inner_add_left, inner_add_right, inner_smul_left, inner_smul_right,
    h1, h2, h3, s.orth, Complex.add_re, Complex.mul_re, Complex.mul_im, Complex.conj_re,
    Complex.conj_im, Complex.one_re, Complex.one_im, Complex.zero_re, Complex.zero_im]
  ring

end

end NormCombination
```

Lean reports:

```
Try this:
  [apply] ring_nf
  
  The `ring` tactic failed to close the goal. Use `ring_nf` to obtain a normal form.
    
  Note that `ring` works primarily in *commutative* rings. If you have a noncommutative ring, abelian group or module, consider using `noncomm_ring`, `abel` or `module` instead.
Main.lean:23:49: error: unsolved goals
E : Type u_1
inst✝¹ : NormedAddCommGroup E
inst✝ : InnerProductSpace ℂ E
H P : E →ₗ[ℂ] E
v : E
s : LocalizedState H P v
a b : ℂ
h1 : ⟪v, v⟫_ℂ = 1
h2 : ⟪P v, P v⟫_ℂ = 1
h3 : ⟪P v, v⟫_ℂ = 0
h4 : (⟪a • v + b • P v, a • v + b • P v⟫_ℂ).re = ‖a • v + b • P v‖ ^ 2
⊢ a.re ^ 2 - a.im * ((starRingEnd ℂ) a).im + b.re ^ 2 - b.im * ((starRingEnd ℂ) b).im =
    a.re ^ 2 + a.im ^ 2 + b.re ^ 2 + b.im ^ 2
Main.lean:34:56: warning: This simp argument is unused:
  Complex.mul_im

Hint: Omit it from the simp argument list.
  [apply] simp only [inner_add_left, inner_add_right, inner_smul_left, inner_smul_right, h1, h2, h3, s.orth,
    Complex.add_re, Complex.mul_re, Complex.conj_re, Complex.conj_im, Complex.one_re, Complex.one_im, Complex.zero_re,
    Complex.zero_im]

Note: This linter can be disabled with `set_option linter.unusedSimpArgs false`
```

What went wrong. The error says that `ring` did not close the goal: `((starRingEnd ℂ) a).im`, the imaginary part of the conjugate of `a`, is still there, and likewise for `b`. Yet `Complex.conj_im`, which turns it into `-a.im`, is in the `simp only` list.

The expansion gives products such as `a * (conj a * 1 + conj b * 0)`. Taking the real part with `Complex.mul_re` produces the imaginary part of the sum in brackets. The list has `Complex.add_re` but not `Complex.add_im`, so `simp only` stops at that sum. The `ring_nf` fallback then tidies the sum to `conj a`, too late for `Complex.conj_im` to act. The warning that `Complex.mul_im` is unused fits this: no product ever stood directly under `.im`.

Adding `Complex.add_im` splits the sum, after which `Complex.mul_im` and `Complex.conj_im` apply and `ring` can finish. The suggested `ring_nf` would only leave the goal shown. Moving `Complex.conj_re` to its own line is mere layout.

The change, after which it compiles:

```diff
@@ -32,5 +32,6 @@
   rw [← h4, Complex.sq_norm, Complex.sq_norm, Complex.normSq_apply, Complex.normSq_apply]
   simp only [inner_add_left, inner_add_right, inner_smul_left, inner_smul_right,
-    h1, h2, h3, s.orth, Complex.add_re, Complex.mul_re, Complex.mul_im, Complex.conj_re,
+    h1, h2, h3, s.orth, Complex.add_re, Complex.add_im, Complex.mul_re, Complex.mul_im,
+    Complex.conj_re,
     Complex.conj_im, Complex.one_re, Complex.one_im, Complex.zero_re, Complex.zero_im]
   ring
```
